# Block encoding of a Hermitian matrix with one ancilla qubit

**Q.** A closed quantum register evolves by unitaries, while a Hamiltonian H is Hermitian and in general not unitary. Block encoding places H, scaled to norm at most one, inside a unitary on the system plus an ancilla, so that ⟨0|W|0⟩ = H. I doubt that a statement about matrices captures this.

**A.** It captures one particular construction: finite dimension, one ancilla, unit normalisation, and the block form W below with a partner S given. Other unitaries also have H as upper-left block, and the block encodings used in Hamiltonian simulation in general carry several ancillas and a normalisation factor. Operators are complex matrices on a finite basis `n`. The index `n ⊕ n` is ancilla times system, left summand ancilla 0 and right summand ancilla 1. With block rows separated by a semicolon,

U = H + iS, W = (H, S; S, −H), P = (1 + W)/2, Q = WZ, Z = diag(1, −1).

In Lean 4 with Mathlib:

```lean
import Mathlib

open Matrix

namespace BlockEncoding

noncomputable section

variable {n : Type*} [Fintype n] [DecidableEq n]

/-- The operator `U = H + i S`. -/
def complexCombination (H S : Matrix n n ℂ) : Matrix n n ℂ := H + Complex.I • S

/-- The block matrix `W = [[H, S], [S, -H]]` on the system extended by one ancilla qubit. -/
def blockEnc (H S : Matrix n n ℂ) : Matrix (n ⊕ n) (n ⊕ n) ℂ := fromBlocks H S S (-H)

/-- The operator `P = (1 + W) / 2` built from the block matrix `W`. -/
def blockProjector (H S : Matrix n n ℂ) : Matrix (n ⊕ n) (n ⊕ n) ℂ :=
  (1 / 2 : ℂ) • (1 + blockEnc H S)

/-- The walk operator `Q = W Z`, with `Z = [[1, 0], [0, -1]]` the ancilla reflection. -/
def walk (H S : Matrix n n ℂ) : Matrix (n ⊕ n) (n ⊕ n) ℂ :=
  blockEnc H S * fromBlocks (1 : Matrix n n ℂ) 0 0 (-1 : Matrix n n ℂ)
```

**Q.** Why should U be unitary? For numbers, cos θ + i sin θ has modulus one, but matrices have an order.

**A.** The order enters through the commutator. For Hermitian H and S, U† = H − iS, so

U†U = (H − iS)(H + iS) = H² + S² + i[H,S]

UU† = (H + iS)(H − iS) = H² + S² − i[H,S]

In `complexCombination_products`, `hadj` is the adjoint, `simp only` expands with `Complex.I_mul_I`, and `module` collects terms.

```lean
/-- For Hermitian `H`, `S` and `U = H + i S`:
`U† U = H² + S² + i [H, S]` and `U U† = H² + S² - i [H, S]`. -/
theorem complexCombination_products {H S : Matrix n n ℂ}
    (hH : H.IsHermitian) (hS : S.IsHermitian) :
    (complexCombination H S)ᴴ * complexCombination H S
        = H * H + S * S + Complex.I • (H * S - S * H) ∧
    complexCombination H S * (complexCombination H S)ᴴ
        = H * H + S * S - Complex.I • (H * S - S * H) := by
  -- the adjoint is H - i S
  have hadj : (complexCombination H S)ᴴ = H - Complex.I • S := by
    unfold complexCombination
    rw [conjTranspose_add, conjTranspose_smul, hH.eq, hS.eq]
    simp [sub_eq_add_neg]
  rw [hadj]
  unfold complexCombination
  constructor
  · simp only [mul_add, sub_mul, smul_mul_assoc, mul_smul_comm, smul_smul,
      smul_sub, Complex.I_mul_I, neg_smul, one_smul]
    module
  · simp only [add_mul, mul_sub, smul_mul_assoc, mul_smul_comm, smul_smul,
      smul_add, smul_sub, Complex.I_mul_I, neg_smul, one_smul]
    module
```

If [H,S] = 0 and H² + S² = 1, then U†U = 1, which suffices for a square matrix. Conversely, unitarity makes both products 1. Their difference gives 2i[H,S] = 0, which is `hc`; dividing by 2i gives `hc'`, and U†U = 1 then reads H² + S² = 1. Membership in `unitaryGroup n ℂ` is unitarity.

```lean
/-- For Hermitian `H`, `S`, the operator `H + i S` is unitary exactly when `H` and `S`
commute and `H² + S² = 1`. -/
theorem complexCombination_unitary_iff {H S : Matrix n n ℂ}
    (hH : H.IsHermitian) (hS : S.IsHermitian) :
    complexCombination H S ∈ unitaryGroup n ℂ ↔ H * S = S * H ∧ H * H + S * S = 1 := by
  obtain ⟨h1, h2⟩ := complexCombination_products hH hS
  constructor
  · intro hU
    have a := mem_unitaryGroup_iff'.1 hU
    have b := mem_unitaryGroup_iff.1 hU
    rw [star_eq_conjTranspose, h1] at a
    rw [star_eq_conjTranspose, h2] at b
    -- subtracting U†U = 1 and UU† = 1 isolates the commutator
    have hc : (2 * Complex.I) • (H * S - S * H) = 0 := by
      have e : (2 * Complex.I) • (H * S - S * H)
          = (H * H + S * S + Complex.I • (H * S - S * H))
            - (H * H + S * S - Complex.I • (H * S - S * H)) := by module
      rw [e, a, b, sub_self]
    have hc' : H * S - S * H = 0 :=
      (smul_eq_zero.1 hc).resolve_left (mul_ne_zero two_ne_zero Complex.I_ne_zero)
    refine ⟨sub_eq_zero.1 hc', ?_⟩
    rw [hc', smul_zero, add_zero] at a
    exact a
  · rintro ⟨hc, hs⟩
    rw [mem_unitaryGroup_iff', star_eq_conjTranspose, h1, hc, sub_self, smul_zero, add_zero, hs]
```

**Q.** U does not act on an ancilla. What about W?

**A.** The adjoint acts blockwise,

W† = (H†, S†; S†, −H†),

so W† = W exactly when H† = H and S† = S; `fromBlocks_inj` compares the blocks.

```lean
omit [Fintype n] [DecidableEq n] in
/-- The block matrix `W` is Hermitian exactly when `H` and `S` are Hermitian. -/
theorem blockEnc_isHermitian_iff (H S : Matrix n n ℂ) :
    (blockEnc H S).IsHermitian ↔ H.IsHermitian ∧ S.IsHermitian := by
  constructor
  · intro h
    have h' : (fromBlocks H S S (-H))ᴴ = fromBlocks H S S (-H) := h.eq
    rw [fromBlocks_conjTranspose, fromBlocks_inj] at h'
    exact ⟨h'.1, h'.2.1⟩
  · rintro ⟨hH, hS⟩
    show (fromBlocks H S S (-H))ᴴ = fromBlocks H S S (-H)
    rw [fromBlocks_conjTranspose, conjTranspose_neg, hH.eq, hS.eq]
```

Block multiplication, with no hypothesis on H and S, gives

W² = (H² + S², HS − SH; SH − HS, H² + S²).

```lean
omit [DecidableEq n] in
/-- The square of `W` has `H² + S²` on the diagonal and the commutators `[H, S]`, `[S, H]`
off the diagonal. -/
theorem blockEnc_mul_self (H S : Matrix n n ℂ) :
    blockEnc H S * blockEnc H S
      = fromBlocks (H * H + S * S) (H * S - S * H) (S * H - H * S) (H * H + S * S) := by
  unfold blockEnc
  rw [fromBlocks_multiply, fromBlocks_inj]
  refine ⟨rfl, ?_, ?_, ?_⟩
  · rw [Matrix.mul_neg, sub_eq_add_neg]
  · rw [Matrix.neg_mul, sub_eq_add_neg]
  · rw [Matrix.neg_mul, Matrix.mul_neg, neg_neg, add_comm]
```

Comparing with diag(1, 1) shows that W² = 1 holds under the same two conditions and only then.

```lean
/-- `W² = 1` holds exactly when `H` and `S` commute and `H² + S² = 1`. -/
theorem blockEnc_involution_iff (H S : Matrix n n ℂ) :
    blockEnc H S * blockEnc H S = 1 ↔ H * S = S * H ∧ H * H + S * S = 1 := by
  rw [blockEnc_mul_self, ← fromBlocks_one, fromBlocks_inj]
  constructor
  · rintro ⟨h1, h2, -, -⟩
    exact ⟨sub_eq_zero.1 h2, h1⟩
  · rintro ⟨hc, hs⟩
    exact ⟨hs, sub_eq_zero.2 hc, sub_eq_zero.2 hc.symm, hs⟩
```

For Hermitian W we have WW† = W², so unitarity is W² = 1. The rewrite with `hW.eq` is this step.

```lean
/-- For Hermitian `H`, `S`, the block matrix `W` is unitary exactly when `H` and `S`
commute and `H² + S² = 1`. -/
theorem blockEnc_unitary_iff {H S : Matrix n n ℂ}
    (hH : H.IsHermitian) (hS : S.IsHermitian) :
    blockEnc H S ∈ unitaryGroup (n ⊕ n) ℂ ↔ H * S = S * H ∧ H * H + S * S = 1 := by
  have hW := (blockEnc_isHermitian_iff H S).2 ⟨hH, hS⟩
  -- for Hermitian W, unitarity means W² = 1
  rw [mem_unitaryGroup_iff, star_eq_conjTranspose, hW.eq, blockEnc_involution_iff]
```

**Q.** Read me the main statement.

**A.** `block_encoding` says: if H and S are Hermitian, `H * S = S * H` and `H * H + S * S = 1`, then U is unitary, W is Hermitian, W is unitary, and `toBlocks₁₁`, the block ⟨0|W|0⟩, equals H. The proof joins three of the equivalences and reads off the block.

```lean
/-- Block encoding: if Hermitian `H` and `S` commute and `H² + S² = 1`, then `H + i S` is
unitary, and `W` is Hermitian and unitary with upper-left block `H`. -/
theorem block_encoding {H S : Matrix n n ℂ} (hH : H.IsHermitian) (hS : S.IsHermitian)
    (hc : H * S = S * H) (hs : H * H + S * S = 1) :
    complexCombination H S ∈ unitaryGroup n ℂ ∧
    (blockEnc H S).IsHermitian ∧
    blockEnc H S ∈ unitaryGroup (n ⊕ n) ℂ ∧
    (blockEnc H S).toBlocks₁₁ = H :=
  ⟨(complexCombination_unitary_iff hH hS).2 ⟨hc, hs⟩,
    (blockEnc_isHermitian_iff H S).2 ⟨hH, hS⟩,
    (blockEnc_unitary_iff hH hS).2 ⟨hc, hs⟩,
    toBlocks_fromBlocks₁₁ H S S (-H)⟩
```

**Q.** So S is assumed. Given my Hamiltonian, where does it come from?

**A.** Its existence is a hypothesis. The usual choice S = √(1 − H²), available after H is rescaled to norm at most one, is left without a formal proof here. The theorem also says nothing about infinite dimension, approximate encodings, several ancillas, or a circuit for W.

**Q.** In what sense is W a reflection?

**A.** P is Hermitian because W is, and W² = 1 gives

P² = (1 + 2W + W²)/4 = (1 + W)/2 = P.

With N = `Fintype.card n`, tr W = tr H − tr H = 0, which is `htr`, so tr P = 2N/2 = N. Rearranging the definition gives W = 2P − 1, the reflection that fixes the range of the orthogonal projector P.

```lean
/-- Under the block-encoding conditions `P = (1 + W) / 2` is Hermitian and idempotent, its trace
is the dimension of the system, and `W = 2 P - 1`. -/
theorem blockProjector_spec {H S : Matrix n n ℂ} (hH : H.IsHermitian) (hS : S.IsHermitian)
    (hc : H * S = S * H) (hs : H * H + S * S = 1) :
    (blockProjector H S).IsHermitian ∧
    blockProjector H S * blockProjector H S = blockProjector H S ∧
    (blockProjector H S).trace = (Fintype.card n : ℂ) ∧
    blockEnc H S = (2 : ℂ) • blockProjector H S - 1 := by
  have hW := (blockEnc_isHermitian_iff H S).2 ⟨hH, hS⟩
  have hWW := (blockEnc_involution_iff H S).2 ⟨hc, hs⟩
  refine ⟨?_, ?_, ?_, ?_⟩
  · show (blockProjector H S)ᴴ = blockProjector H S
    have hhalf : star (1 / 2 : ℂ) = 1 / 2 := by simp
    unfold blockProjector
    rw [conjTranspose_smul, conjTranspose_add, conjTranspose_one, hW.eq, hhalf]
  · unfold blockProjector
    simp only [smul_mul_assoc, mul_smul_comm, mul_add, add_mul, one_mul, mul_one, hWW]
    module
  · -- the diagonal blocks H and -H make W traceless
    have htr : (blockEnc H S).trace = 0 := by
      simp [blockEnc, Matrix.trace, Fintype.sum_sum_type]
    unfold blockProjector
    rw [trace_smul, trace_add, trace_one, htr, Fintype.card_sum, smul_eq_mul, Nat.cast_add]
    ring
  · unfold blockProjector
    module
```

**Q.** And the walk operator? Is this qubitization?

**A.** Only one consequence of it: qubitization includes the splitting into two-dimensional invariant subspaces and the eigenphases of Q, and the theorem below gives just the upper-left block of Qᵏ. Multiplying by Z flips the sign of the second block column,

Q = (H, −S; S, H).

```lean
/-- The walk operator has the block form `Q = [[H, -S], [S, H]]`. -/
theorem walk_eq (H S : Matrix n n ℂ) : walk H S = fromBlocks H (-S) S H := by
  unfold walk blockEnc
  rw [fromBlocks_multiply]
  simp
```

Let D = diag(H, H). Then

Q² = (H² − S², −HS − SH; SH + HS, H² − S²), DQ = (H², −HS; HS, H²).

Since H² − S² + 1 = 2H² and SH = HS, we get Q² + 1 = 2DQ, which is `hQQ`. Multiplying on the right by Qᵐ gives `hpow`:

Qᵐ⁺² = 2DQᵐ⁺¹ − Qᵐ.

Write Aₘ for the upper-left block of Qᵐ. By `hD` the block of DM is H times the block of M, and `hlin` is the linearity needed, so

A₀ = 1, A₁ = H, Aₘ₊₂ = 2HAₘ₊₁ − Aₘ.

This is the recurrence `Polynomial.Chebyshev.T_add_two`. The induction `key` carries m and m + 1 together and yields Aₖ = Tₖ(H) for every natural k, with `Polynomial.aeval H` substituting H into the polynomial. Hermiticity is not assumed here, and unitarity of Q is not part of the statement.

```lean
/-- If `H` and `S` commute and `H² + S² = 1`, the upper-left block of `Q ^ k` is the Chebyshev
polynomial of the first kind `T_k` evaluated at `H`. -/
theorem walk_pow_block {H S : Matrix n n ℂ} (hc : H * S = S * H) (hs : H * H + S * S = 1)
    (k : ℕ) :
    (walk H S ^ k).toBlocks₁₁ = Polynomial.aeval H (Polynomial.Chebyshev.T ℂ (k : ℤ)) := by
  have hQ := walk_eq H S
  obtain ⟨D, hDdef⟩ : ∃ D : Matrix (n ⊕ n) (n ⊕ n) ℂ, D = fromBlocks H 0 0 H := ⟨_, rfl⟩
  -- Q² + 1 = 2 D Q with D = diag(H, H)
  have hQQ : walk H S * walk H S + 1 = D * walk H S + D * walk H S := by
    rw [hQ, hDdef, fromBlocks_multiply, fromBlocks_multiply, ← fromBlocks_one, fromBlocks_add,
      fromBlocks_add, fromBlocks_inj]
    refine ⟨?_, ?_, ?_, ?_⟩
    · rw [← hs]
      simp only [Matrix.neg_mul, Matrix.zero_mul]
      abel
    · simp only [Matrix.mul_neg, Matrix.neg_mul, Matrix.zero_mul, hc]
      abel
    · simp only [Matrix.zero_mul, hc]
      abel
    · rw [← hs]
      simp only [Matrix.zero_mul, Matrix.mul_neg, neg_zero]
      abel
  have hQ2 : walk H S * walk H S = D * walk H S + D * walk H S - 1 := eq_sub_of_add_eq hQQ
  -- D acts on the upper-left block as H
  have hD : ∀ M : Matrix (n ⊕ n) (n ⊕ n) ℂ, (D * M).toBlocks₁₁ = H * M.toBlocks₁₁ := by
    intro M
    calc (D * M).toBlocks₁₁
        = (D * fromBlocks M.toBlocks₁₁ M.toBlocks₁₂ M.toBlocks₂₁ M.toBlocks₂₂).toBlocks₁₁ := by
          rw [fromBlocks_toBlocks]
      _ = H * M.toBlocks₁₁ := by
          rw [hDdef, fromBlocks_multiply, toBlocks_fromBlocks₁₁, Matrix.zero_mul, add_zero]
  have hlin : ∀ A B : Matrix (n ⊕ n) (n ⊕ n) ℂ,
      (A + A - B).toBlocks₁₁ = A.toBlocks₁₁ + A.toBlocks₁₁ - B.toBlocks₁₁ := by
    intro A B
    ext i j
    rfl
  -- two-step induction along the Chebyshev recurrence
  have key : ∀ m : ℕ,
      (walk H S ^ m).toBlocks₁₁ = Polynomial.aeval H (Polynomial.Chebyshev.T ℂ (m : ℤ)) ∧
      (walk H S ^ (m + 1)).toBlocks₁₁
        = Polynomial.aeval H (Polynomial.Chebyshev.T ℂ ((m : ℤ) + 1)) := by
    intro m
    induction m with
    | zero =>
      constructor
      · rw [pow_zero, ← fromBlocks_one, toBlocks_fromBlocks₁₁]
        simp
      · simp [hQ]
    | succ m ih =>
      have hcast : ((m + 1 : ℕ) : ℤ) = (m : ℤ) + 1 := by omega
      have hcast2 : ((m + 1 : ℕ) : ℤ) + 1 = (m : ℤ) + 2 := by omega
      have hpow : walk H S ^ (m + 1 + 1)
          = D * walk H S ^ (m + 1) + D * walk H S ^ (m + 1) - walk H S ^ m := by
        calc walk H S ^ (m + 1 + 1) = (walk H S * walk H S) * walk H S ^ m := by
              rw [pow_succ', pow_succ', mul_assoc]
          _ = D * walk H S ^ (m + 1) + D * walk H S ^ (m + 1) - walk H S ^ m := by
              rw [hQ2, pow_succ']
              simp only [sub_mul, add_mul, one_mul, mul_assoc]
      constructor
      · rw [hcast]
        exact ih.2
      · rw [hcast2, Polynomial.Chebyshev.T_add_two, hpow, hlin, hD, ih.1, ih.2]
        simp only [two_mul, add_mul, map_sub, map_add, map_mul, Polynomial.aeval_X]
  exact (key k).1
```

**Q.** Do the conditions allow anything beyond scalars?

**A.** With the Pauli matrix X, take H = (3/10)(1 + X) and S = (9/10)1 − (1/10)X, both with nonzero off-diagonal entries. On the X = +1 eigenvector they act as 3/5 and 4/5, on the X = −1 eigenvector as 0 and 1. The theorem checks the four conditions entry by entry.

```lean
/-- The two-level operator `(3/10) (1 + X)`. -/
def witnessH : Matrix (Fin 2) (Fin 2) ℂ := !![3 / 10, 3 / 10; 3 / 10, 3 / 10]

/-- The two-level operator `(9/10) 1 - (1/10) X`. -/
def witnessS : Matrix (Fin 2) (Fin 2) ℂ := !![9 / 10, -(1 / 10); -(1 / 10), 9 / 10]

/-- The operators `witnessH` and `witnessS` are Hermitian, commute, and their squares add
up to the identity. -/
theorem block_encoding_witness :
    witnessH.IsHermitian ∧ witnessS.IsHermitian ∧
    witnessH * witnessS = witnessS * witnessH ∧
    witnessH * witnessH + witnessS * witnessS = 1 := by
  refine ⟨?_, ?_, ?_, ?_⟩
  · show witnessHᴴ = witnessH
    ext i j
    fin_cases i <;> fin_cases j <;> simp [witnessH, conjTranspose_apply]
  · show witnessSᴴ = witnessS
    ext i j
    fin_cases i <;> fin_cases j <;> simp [witnessS, conjTranspose_apply]
  · ext i j
    fin_cases i <;> fin_cases j <;>
      simp [witnessH, witnessS, Matrix.mul_apply, Fin.sum_univ_two] <;> norm_num
  · rw [Matrix.one_fin_two]
    ext i j
    fin_cases i <;> fin_cases j <;>
      simp [witnessH, witnessS, Fin.sum_univ_two] <;> norm_num
```

**Q.** Could commutation be dropped?

**A.** No. With the Pauli matrices X and Z, both now acting on the system, take H = (3/5)X and S = (4/5)Z, so H² + S² = 9/25 + 16/25 = 1. The (0,1) entry of HS is −12/25 and that of SH is +12/25, which gives `hnc`. The forward directions of the two unitarity equivalences then exclude unitarity of both U and W.

```lean
/-- The scaled Pauli matrix `(3/5) X`. -/
def scaledX : Matrix (Fin 2) (Fin 2) ℂ := !![0, 3 / 5; 3 / 5, 0]

/-- The scaled Pauli matrix `(4/5) Z`. -/
def scaledZ : Matrix (Fin 2) (Fin 2) ℂ := !![4 / 5, 0; 0, -(4 / 5)]

/-- The operators `H = (3/5) X` and `S = (4/5) Z` are Hermitian with `H² + S² = 1`, and neither
`H + i S` nor the block matrix `W` is unitary. -/
theorem noncommuting_counterexample :
    scaledX.IsHermitian ∧ scaledZ.IsHermitian ∧
    scaledX * scaledX + scaledZ * scaledZ = 1 ∧
    complexCombination scaledX scaledZ ∉ unitaryGroup (Fin 2) ℂ ∧
    blockEnc scaledX scaledZ ∉ unitaryGroup (Fin 2 ⊕ Fin 2) ℂ := by
  have hX : scaledX.IsHermitian := by
    show scaledXᴴ = scaledX
    ext i j
    fin_cases i <;> fin_cases j <;> simp [scaledX, conjTranspose_apply]
  have hZ : scaledZ.IsHermitian := by
    show scaledZᴴ = scaledZ
    ext i j
    fin_cases i <;> fin_cases j <;> simp [scaledZ, conjTranspose_apply]
  -- the (0, 1) entries of the two products differ in sign
  have hnc : ¬ scaledX * scaledZ = scaledZ * scaledX := by
    intro h
    have h01 := congrFun (congrFun h 0) 1
    norm_num [scaledX, scaledZ, Matrix.mul_apply, Fin.sum_univ_two] at h01
  refine ⟨hX, hZ, ?_, fun h => hnc ((complexCombination_unitary_iff hX hZ).1 h).1,
    fun h => hnc ((blockEnc_unitary_iff hX hZ).1 h).1⟩
  rw [Matrix.one_fin_two]
  ext i j
  fin_cases i <;> fin_cases j <;>
    simp [scaledX, scaledZ, Matrix.mul_apply, Fin.sum_univ_two] <;> norm_num

end

end BlockEncoding
```

```lean
#print axioms BlockEncoding.block_encoding
#print axioms BlockEncoding.blockProjector_spec
#print axioms BlockEncoding.walk_pow_block
#print axioms BlockEncoding.noncommuting_counterexample
```

```
'BlockEncoding.block_encoding' depends on axioms: [propext, Classical.choice, Quot.sound]
'BlockEncoding.blockProjector_spec' depends on axioms: [propext, Classical.choice, Quot.sound]
'BlockEncoding.walk_pow_block' depends on axioms: [propext, Classical.choice, Quot.sound]
'BlockEncoding.noncommuting_counterexample' depends on axioms: [propext, Classical.choice, Quot.sound]
```
